# With nonnegative grid weights, odd-order many-body expansions bound the cavity energy of a union of fragments from above and even-order ones from below

Three solute fragments sit so close together that their cavities, the regions each one closes to the solvent, all include the same small cell of space. Pushing the solvent out of that cell costs an energy $w \ge 0$, and it is paid once, however many fragments are there. A many-body expansion reaches this answer in steps:

- The three one-fragment energies add up to $3w$, which is too much.
- Each pair has energy $w$, so its two-body increment is $w - w - w = -w$. The three pairs bring the total down to $0$, which is too little.
- The three-body increment is $w - 3w + 3w = w$, and the total is now $w$, as it should be.

The expansion overcounts, then overcorrects. If a cavity is made of many cells whose costs simply add up, the nonzero errors at any given order have the same sign in every cell, so they cannot cancel, and the parity of the order decides on which side of the true energy the expansion lies.

## The truncation error, cell by cell

Let $F$ be a finite family of fragments. Fragment $i$ occupies a finite set $A_i$ of grid points, its own cavity, and point $x$ carries a weight $w(x)$. For $S \subseteq F$ the cavity energy $E(S)$ is the total weight of $\bigcup_{i\in S} A_i$. The increment of $S$ and the expansion truncated at order $n$ are

$$\Delta(S) = \sum_{T\subseteq S} (-1)^{|S\setminus T|} E(T), \qquad M_n = \sum_{k=0}^{n-1}\ \sum_{S\subseteq F,\ |S|=k+1} \Delta(S).$$

The claim is that for $w \ge 0$, $M_n \ge E(F)$ when $n$ is odd and $M_n \le E(F)$ when $n$ is even.

Let $v_i(x)$ be $0$ if $x \in A_i$ and $1$ otherwise, and let $U$ be the union of all fragments in $F$. The product of the $v_i(x)$ over $S$ is $1$ exactly when $S$ leaves $x$ vacant, so

$$E(S) = \sum_{x\in U} w(x)\Bigl(1 - \prod_{i\in S} v_i(x)\Bigr).$$

Insert this into $\Delta(S)$ for a nonempty $S$. At each point two sums over subfamilies appear, and both are expanded products:

$$\sum_{T\subseteq S} (-1)^{|S\setminus T|} = (1-1)^{|S|} = 0, \qquad \sum_{T\subseteq S} (-1)^{|S\setminus T|}\prod_{i\in T} v_i = \prod_{i\in S}(v_i - 1).$$

The last product is $(-1)^{|S|}$ if every fragment of $S$ occupies the point, and $0$ otherwise. Hence $\Delta(S)$ is $(-1)^{|S|+1}$ times the weight of the region common to all fragments of $S$.

Let $m(x)$ be the number of fragments in $F$ that occupy $x$. There are $\binom{m(x)}{k+1}$ ways to choose $k+1$ of them, so

$$\sum_{|S|=k+1} \Delta(S) = (-1)^k \sum_{x\in U} w(x)\binom{m(x)}{k+1}.$$

The truncation error then has a closed form:

$$M_n - E(F) = (-1)^{n+1}\sum_{x\in U} w(x)\binom{m(x)-1}{n}.$$

For $n=0$ the expansion is empty and both sides equal $-E(F)$. To pass from $n$ to $n+1$, add the $(n+1)$-body term and split it by Pascal's rule, $\binom{m}{n+1} = \binom{m-1}{n} + \binom{m-1}{n+1}$, which is available because $m \ge 1$ on $U$. The first part cancels the old error, and the second part is the new one:

$$M_{n+1} - E(F) = (-1)^{n}\sum_{x\in U} w(x)\binom{m(x)-1}{n+1}.$$

Since $(-1)^n = (-1)^{n+2}$, this is the formula at $n+1$. With $w \ge 0$ the sum is nonnegative, and the prefactor gives the two bounds.

If all weights are strictly positive, the error vanishes only when every binomial coefficient does, that is, when $m(x) - 1 < n$ on $U$. The expansion is therefore exact at order $n$ precisely when no point lies in more than $n$ fragments.

## Three fragments on five cells

Take points $p, q, r, s, t$ with weights $3, 2, 1, 4, 5$, and fragments $A_1 = \{p,q,r\}$, $A_2 = \{q,r,s\}$, $A_3 = \{r,t\}$. The full cavity has energy $15$.

| Order | Added term | $M_n$ | Error |
|---|---|---|---|
| 1 | $6+7+6 = 19$ | 19 | $+4$ |
| 2 | $-(3+1+1) = -5$ | 14 | $-1$ |
| 3 | $+1$ | 15 | $0$ |

The formula agrees. Point $q$ is covered twice and $r$ three times, so the first error is $2\cdot 1 + 1\cdot 2 = 4$. At second order only $r$ contributes, with $-1\cdot\binom{2}{2} = -1$.

## Cavities and increments in Lean

The type `ι` labels fragments and `α` labels grid points. Either may be infinite, since only the family `F` and each set `A i` have to be finite.

```lean
import Mathlib

namespace CavityBonferroni

variable {ι α : Type*} [DecidableEq ι] [DecidableEq α]
```

The weight `w x` stands for the energy needed to clear the solvent from one cell, for instance a free-energy density times the cell volume. `S.biUnion A` is the union of the fragments in `S`, so a shared point is counted once.

```lean
/-- The cavity energy of a family `S` of fragments: the total weight of the grid points
occupied by at least one of them. -/
def cavityEnergy (A : ι → Finset α) (w : α → ℝ) (S : Finset ι) : ℝ :=
  ∑ x ∈ S.biUnion A, w x
```

The increment is defined for any functional `E`, with no overlap formula built in. The sum includes the empty subfamily, which many-body expansions usually leave out; for the cavity energy it contributes zero.

```lean
/-- The many-body increment of a family `S` for an energy functional `E`: the alternating
sum of the energies of all subfamilies of `S`. -/
def increment (E : Finset ι → ℝ) (S : Finset ι) : ℝ :=
  ∑ T ∈ S.powerset, (-1) ^ (S \ T).card * E T
```

The index `k` runs from $0$ to $n-1$ and refers to subfamilies with `k + 1` members.

```lean
/-- The many-body expansion truncated at order `n`: the sum of the increments of all
subfamilies of `F` with one to `n` members. -/
def manyBodyExpansion (E : Finset ι → ℝ) (F : Finset ι) (n : ℕ) : ℝ :=
  ∑ k ∈ Finset.range n, ∑ S ∈ F.powersetCard (k + 1), increment E S
```

The function `coverage` is $m(x)$.

```lean
/-- The number of fragments of `F` that occupy the grid point `x`. -/
def coverage (A : ι → Finset α) (F : Finset ι) (x : α) : ℕ :=
  (F.filter fun i => x ∈ A i).card
```

## From vacancy indicators to common regions

The first lemma says that $m(x) \ge 1$ exactly on the union, which Pascal's rule will need.

```lean
omit [DecidableEq ι] in
/-- A grid point has positive coverage exactly when it lies in the union of the fragments. -/
theorem coverage_pos_iff (A : ι → Finset α) (F : Finset ι) (x : α) :
    0 < coverage A F x ↔ x ∈ F.biUnion A := by
  rw [coverage, Finset.card_pos]
  simp only [Finset.Nonempty, Finset.mem_filter, Finset.mem_biUnion]
```

Next comes the vacancy-indicator form of $E(S)$, written over the full cavity of `F` so that all subfamilies share one range of summation. The proof checks that points outside the cavity of `S` add zero and that points inside keep their full weight.

```lean
omit [DecidableEq ι] in
/-- The cavity energy of a subfamily `S` of `F` is a sum over the grid points of the full
cavity, each weight multiplied by one minus the product of the vacancy indicators of `S`. -/
theorem cavityEnergy_eq_sum (A : ι → Finset α) (w : α → ℝ) {S F : Finset ι} (h : S ⊆ F) :
    cavityEnergy A w S =
      ∑ x ∈ F.biUnion A, w x * (1 - ∏ i ∈ S, if x ∈ A i then (0 : ℝ) else 1) := by
  unfold cavityEnergy
  apply Finset.sum_subset_zero_on_sdiff (Finset.biUnion_subset_biUnion_of_subset_left A h)
  · intro x hx
    have hx' := (Finset.mem_sdiff.mp hx).2
    have h1 : ∏ i ∈ S, (if x ∈ A i then (0 : ℝ) else 1) = 1 :=
      Finset.prod_eq_one fun i hi =>
        if_neg fun hxi => hx' (Finset.mem_biUnion.mpr ⟨i, hi, hxi⟩)
    rw [h1, sub_self, mul_zero]
  · intro x hx
    obtain ⟨i, hi, hxi⟩ := Finset.mem_biUnion.mp hx
    have h0 : ∏ i ∈ S, (if x ∈ A i then (0 : ℝ) else 1) = 0 :=
      Finset.prod_eq_zero hi (if_pos hxi)
    rw [h0, sub_zero, mul_one]
```

The two product expansions are `h0` and `h1`, both instances of `Finset.prod_add`. Their difference is `key`, and the case split evaluates $\prod_{i\in S}(v_i-1)$.

```lean
/-- Inclusion–exclusion at one grid point: for a nonempty family, the alternating sum of
the occupation indicators of its subfamilies vanishes unless every member occupies the
point, and is then a sign. -/
theorem alternating_occupation {S : Finset ι} (hS : S.Nonempty) (p : ι → Prop)
    [DecidablePred p] :
    ∑ T ∈ S.powerset, (-1 : ℝ) ^ (S \ T).card * (1 - ∏ i ∈ T, if p i then (0 : ℝ) else 1) =
      if ∀ i ∈ S, p i then (-1) ^ (S.card + 1) else 0 := by
  -- expand two products over subfamilies
  have h0 := Finset.prod_add (fun _ => (1 : ℝ)) (fun _ => -1) S
  have h1 := Finset.prod_add (fun i => if p i then (0 : ℝ) else 1) (fun _ => -1) S
  simp only [Finset.prod_const, one_pow, one_mul] at h0 h1
  have hz : (1 + -1 : ℝ) ^ S.card = 0 := by
    rw [add_neg_cancel]
    exact zero_pow (Finset.card_ne_zero.mpr hS)
  have key : ∑ T ∈ S.powerset,
      (-1 : ℝ) ^ (S \ T).card * (1 - ∏ i ∈ T, if p i then (0 : ℝ) else 1) =
      0 - ∏ i ∈ S, ((if p i then (0 : ℝ) else 1) + -1) := by
    rw [h1, ← hz, h0, ← Finset.sum_sub_distrib]
    exact Finset.sum_congr rfl fun T _ => by ring
  rw [key]
  split_ifs with h
  · have hp : ∏ i ∈ S, ((if p i then (0 : ℝ) else 1) + -1) = ∏ _i ∈ S, (-1 : ℝ) :=
      Finset.prod_congr rfl fun i hi => by simp [h i hi]
    rw [hp, Finset.prod_const]
    ring
  · simp only [not_forall] at h
    obtain ⟨i, hi, hpi⟩ := h
    rw [Finset.prod_eq_zero hi (by simp [hpi]), sub_zero]
```

Exchanging the sum over subfamilies with the sum over points turns this one-point identity into the formula for $\Delta(S)$. The filtered set in the statement is the region common to all fragments of `S`.

```lean
/-- The increment of a nonempty subfamily `S` of `F` is, up to the sign `(-1)^(|S|+1)`,
the weight of the region common to all fragments of `S`. -/
theorem increment_cavityEnergy (A : ι → Finset α) (w : α → ℝ) {S F : Finset ι}
    (hSF : S ⊆ F) (hS : S.Nonempty) :
    increment (cavityEnergy A w) S =
      (-1) ^ (S.card + 1) * ∑ x ∈ (F.biUnion A).filter (fun x => ∀ i ∈ S, x ∈ A i), w x := by
  unfold increment
  calc ∑ T ∈ S.powerset, (-1) ^ (S \ T).card * cavityEnergy A w T
      = ∑ T ∈ S.powerset, ∑ x ∈ F.biUnion A, w x *
          ((-1) ^ (S \ T).card * (1 - ∏ i ∈ T, if x ∈ A i then (0 : ℝ) else 1)) := by
        refine Finset.sum_congr rfl fun T hT => ?_
        rw [cavityEnergy_eq_sum A w ((Finset.mem_powerset.mp hT).trans hSF), Finset.mul_sum]
        exact Finset.sum_congr rfl fun x _ => by ring
    _ = ∑ x ∈ F.biUnion A, w x *
          (if ∀ i ∈ S, x ∈ A i then (-1) ^ (S.card + 1) else 0) := by
        rw [Finset.sum_comm]
        refine Finset.sum_congr rfl fun x _ => ?_
        rw [← Finset.mul_sum]
        exact congrArg (w x * ·) (alternating_occupation hS fun i => x ∈ A i)
    _ = _ := by
        rw [Finset.sum_filter, Finset.mul_sum]
        refine Finset.sum_congr rfl fun x _ => ?_
        split_ifs <;> ring
```

## Counting choices and applying Pascal's rule

For a fixed point, the subfamilies that contribute are those drawn from the fragments occupying it. This is the set equality `hf`, and the size of that set is the binomial coefficient.

```lean
/-- The sum of all `(k+1)`-body increments of the cavity energy counts the weight of each grid point
once for every choice of `k+1` fragments that occupy it, with the sign `(-1)^k`. -/
theorem sum_increments (A : ι → Finset α) (w : α → ℝ) (F : Finset ι) (k : ℕ) :
    ∑ S ∈ F.powersetCard (k + 1), increment (cavityEnergy A w) S =
      (-1) ^ k * ∑ x ∈ F.biUnion A, w x * ((coverage A F x).choose (k + 1) : ℝ) := by
  calc ∑ S ∈ F.powersetCard (k + 1), increment (cavityEnergy A w) S
      = ∑ S ∈ F.powersetCard (k + 1), ∑ x ∈ F.biUnion A,
          (-1) ^ k * (w x * if ∀ i ∈ S, x ∈ A i then (1 : ℝ) else 0) := by
        refine Finset.sum_congr rfl fun S hS => ?_
        obtain ⟨hSF, hc⟩ := Finset.mem_powersetCard.mp hS
        have hne : S.Nonempty := Finset.card_pos.mp (by omega)
        rw [increment_cavityEnergy A w hSF hne, hc, Finset.sum_filter, Finset.mul_sum]
        refine Finset.sum_congr rfl fun x _ => ?_
        split_ifs <;> ring
    _ = _ := by
        rw [Finset.sum_comm, Finset.mul_sum]
        refine Finset.sum_congr rfl fun x _ => ?_
        -- the contributing subfamilies are those drawn from the fragments that occupy x
        have hf : (F.powersetCard (k + 1)).filter (fun S => ∀ i ∈ S, x ∈ A i) =
            (F.filter fun i => x ∈ A i).powersetCard (k + 1) := by
          ext S
          simp only [Finset.mem_filter, Finset.mem_powersetCard, Finset.subset_iff]
          constructor
          · rintro ⟨⟨h1, h2⟩, h3⟩
            exact ⟨fun i hi => ⟨h1 hi, h3 i hi⟩, h2⟩
          · rintro ⟨h1, h2⟩
            exact ⟨⟨fun i hi => (h1 hi).1, h2⟩, fun i hi => (h1 hi).2⟩
        rw [← Finset.mul_sum, ← Finset.mul_sum, Finset.sum_boole, hf,
          Finset.card_powersetCard, coverage]
```

The error formula is proved by induction on `n`, as above. It holds for weights of either sign. The subtraction `coverage A F x - 1` is one of natural numbers, which is harmless here because the sum runs over covered points only.

```lean
/-- The exact truncation error of the many-body expansion of the cavity energy: a grid point
occupied by `m ≥ 1` fragments contributes its weight times `m - 1` choose `n`, with the sign
`(-1)^(n+1)`. -/
theorem truncation_error (A : ι → Finset α) (w : α → ℝ) (F : Finset ι) (n : ℕ) :
    manyBodyExpansion (cavityEnergy A w) F n - cavityEnergy A w F =
      (-1) ^ (n + 1) * ∑ x ∈ F.biUnion A, w x * ((coverage A F x - 1).choose n : ℝ) := by
  induction n with
  | zero => simp [manyBodyExpansion, cavityEnergy]
  | succ n ih =>
    have hs : manyBodyExpansion (cavityEnergy A w) F (n + 1) =
        manyBodyExpansion (cavityEnergy A w) F n +
          ∑ S ∈ F.powersetCard (n + 1), increment (cavityEnergy A w) S :=
      Finset.sum_range_succ _ _
    -- Pascal's rule at every covered point
    have pascal : ∑ x ∈ F.biUnion A, w x * ((coverage A F x).choose (n + 1) : ℝ) =
        ∑ x ∈ F.biUnion A, w x * ((coverage A F x - 1).choose n : ℝ) +
          ∑ x ∈ F.biUnion A, w x * ((coverage A F x - 1).choose (n + 1) : ℝ) := by
      rw [← Finset.sum_add_distrib]
      refine Finset.sum_congr rfl fun x hx => ?_
      have hpos := (coverage_pos_iff A F x).mpr hx
      obtain ⟨m, hm⟩ : ∃ m, coverage A F x = m + 1 := ⟨coverage A F x - 1, by omega⟩
      rw [hm, Nat.add_sub_cancel, Nat.choose_succ_succ']
      push_cast
      ring
    rw [hs, sum_increments, pascal]
    linear_combination ih
```

## The bounds and the condition for exactness

The hypothesis `hw` says that clearing a cell of solvent never releases energy. The proof substitutes the parity of `n` into the sign of the error formula and leaves the inequality to `linarith`. The case $n = 0$ is included and says that $0 \le E(F)$.

```lean
/-- Bonferroni bounds: for nonnegative weights, the many-body expansion of the cavity energy
is an upper bound when truncated at odd order and a lower bound when truncated at even
order. -/
theorem bonferroni_bounds (A : ι → Finset α) (w : α → ℝ) (hw : ∀ x, 0 ≤ w x)
    (F : Finset ι) (n : ℕ) :
    (Odd n → cavityEnergy A w F ≤ manyBodyExpansion (cavityEnergy A w) F n) ∧
      (Even n → manyBodyExpansion (cavityEnergy A w) F n ≤ cavityEnergy A w F) := by
  have h := truncation_error A w F n
  have hpos : 0 ≤ ∑ x ∈ F.biUnion A, w x * ((coverage A F x - 1).choose n : ℝ) :=
    Finset.sum_nonneg fun x _ => mul_nonneg (hw x) (Nat.cast_nonneg _)
  constructor <;> intro hn <;> rw [pow_succ, hn.neg_one_pow] at h <;> linarith
```

The Bonferroni inequalities of probability theory bound the probability of a union of events. In this version the events are finite sets of points, and a finite sum of weights, not necessarily normalised, takes the place of the probability.

The last theorem asks for strictly positive weights. A point of weight zero could be covered by more than `n` fragments without causing any error. The proof uses the fact that a sum of nonnegative terms vanishes only if each term does.

```lean
/-- For strictly positive weights, the many-body expansion of the cavity energy of `F` truncated at
order `n` is exact if and only if no grid point is occupied by more than `n` fragments. -/
theorem exact_iff_coverage_le (A : ι → Finset α) (w : α → ℝ) (hw : ∀ x, 0 < w x)
    (F : Finset ι) (n : ℕ) :
    manyBodyExpansion (cavityEnergy A w) F n = cavityEnergy A w F ↔
      ∀ x, coverage A F x ≤ n := by
  have hsign : (-1 : ℝ) ^ (n + 1) ≠ 0 := pow_ne_zero _ (by norm_num)
  rw [← sub_eq_zero, truncation_error, mul_eq_zero, or_iff_right hsign,
    Finset.sum_eq_zero_iff_of_nonneg
      (fun x _ => mul_nonneg (hw x).le (Nat.cast_nonneg _))]
  constructor
  · intro h x
    by_cases hx : x ∈ F.biUnion A
    · have hc := (mul_eq_zero.mp (h x hx)).resolve_left (hw x).ne'
      have hlt := Nat.choose_eq_zero_iff.mp (Nat.cast_eq_zero.mp hc)
      omega
    · have h0 := mt (coverage_pos_iff A F x).mp hx
      omega
  · intro h x hx
    have hpos := (coverage_pos_iff A F x).mpr hx
    have hle := h x
    rw [Nat.choose_eq_zero_of_lt (by omega), Nat.cast_zero, mul_zero]

end CavityBonferroni
```

```lean
#print axioms CavityBonferroni.bonferroni_bounds
#print axioms CavityBonferroni.exact_iff_coverage_le
```

```
'CavityBonferroni.bonferroni_bounds' depends on axioms: [propext, Classical.choice, Quot.sound]
'CavityBonferroni.exact_iff_coverage_le' depends on axioms: [propext, Classical.choice, Quot.sound]
```

## What the bounds say about a solvated cluster

In fragment calculations with a continuum solvent, the result tells on which side of the full value a truncated cavitation term lies, provided that the full cavity is the union of the fragments' own cavities, that the term is the weighted volume of this union on a grid, that the weights are nonnegative, and that weights and fragment shapes are fixed. The electronic energy of the fragments is not of this form, and the theorems give no sign for its truncation error.

Two assumptions are left to physical judgement. The first is that the cavity is a union of fragment cavities. It fails if the cavity also includes gaps between fragments that are too narrow for a solvent molecule, since such a gap belongs to no single fragment. The second is that the cost of a real cavity is a sum of independent costs of its cells. A surface-tension term breaks this second assumption, because a cell adds exposed area only where it borders on solvent, so its cost depends on which neighbouring cells are occupied.
